# The sign (−1)ⁿ is the same for n and −n

The lemma states that for every integer n, positive, negative or zero, the complex number −1 raised to the power −n equals −1 raised to the power n. In physical terms, a phase factor (−1)ⁿ does not change when the integer n changes sign. This is pure arithmetic, and no physical model is assumed. The attempt turns the negative exponent into an inverse, moves that inverse onto the base, and then simplifies the inverse of −1 to −1, so that both sides agree.

An attempt in Lean 4 with a fault in it:

```lean
import Mathlib

open Set Matrix
open scoped Real

namespace NegOneZpowNeg

noncomputable section

private lemma neg_one_zpow_neg (n : ℤ) : (-1 : ℂ) ^ (-n) = (-1) ^ n := by
  rw [zpow_neg, ← inv_zpow, inv_neg, inv_one]

end

end NegOneZpowNeg
```

Messages:

```
Main.lean:11:6: error: Ambiguous term
  zpow_neg
Possible interpretations:
  _root_.zpow_neg : ∀ (a : ?m.21) (n : ℤ), a ^ (-n) = (a ^ n)⁻¹
  
  Matrix.zpow_neg : IsUnit (det ?m.26) → ∀ (n : ℤ), ?m.26 ^ (-n) = (?m.26 ^ n)⁻¹
Main.lean:10:71: error: unsolved goals
n : ℤ
⊢ (-1) ^ (-n) = (-1) ^ n
```

After these edits no error is left:

```diff
@@ -9,5 +9,5 @@
 
 private lemma neg_one_zpow_neg (n : ℤ) : (-1 : ℂ) ^ (-n) = (-1) ^ n := by
-  rw [zpow_neg, ← inv_zpow, inv_neg, inv_one]
+  rw [_root_.zpow_neg, ← _root_.inv_zpow, _root_.inv_neg, _root_.inv_one]
 
 end
```

The first message says that `zpow_neg` is ambiguous. Because the file has `open Matrix`, the short name can mean either the general `_root_.zpow_neg` or `Matrix.zpow_neg`, which is about matrices and requires the determinant to be a unit. `rw` is given the name without arguments, and Lean does not settle on one of the two readings.

The second message follows from the first: the goal it shows is the original equation, so no rewriting has taken place.

Writing `_root_.zpow_neg` selects the general lemma, which applies to the complex number −1, and this removes the reported error. The diff adds the same prefix to `inv_zpow`, `inv_neg` and `inv_one`, so that these names also refer to the general lemmas. The messages complain only about `zpow_neg`, so they do not show whether the other three prefixes were needed. The sequence of rewrites is unchanged.
